# Degeneracy of the −2 level of a line-graph hopping matrix: E − V + 1 for a connected 2-colourable parent graph, E − V for any other connected one

A tight-binding model on a line graph has one orbital on each bond of a parent graph $G$, and the degeneracy of the eigenvalue $-2$ of its hopping matrix can be counted as the kernel dimension of a matrix that links sites to bonds, provided that matrix is set up to match the model. Two conventions are fixed here. The columns of the matrix run over the bonds that $G$ actually has and not over all pairs of sites, since each absent pair would add a zero column and with it a spurious dimension of the kernel. The entries are unsigned: both ends of a bond count $+1$. This sign convention belongs to a hopping amplitude that is the same between any two bonds meeting at a site. The hopping matrix is written in units of that amplitude, sign included, so its entries are 0 and 1.

## The incidence matrix and its two kernels

Let $G$ be a finite connected simple graph with $V$ sites and $E$ bonds: no bond joins a site to itself, and two sites share at most one bond. The incidence matrix $B$ is the real $V\times E$ matrix with $B_{we}=1$ if site $w$ is an end of bond $e$ and $B_{we}=0$ otherwise. The graph is 2-colourable if its sites can be given one of two labels so that the ends of every bond differ; this is the bipartite case. The line graph $L$ has the bonds of $G$ as its sites, two of them adjacent when they are distinct and share an end, and $A$ is its $E\times E$ adjacency matrix. The claim is

$$\dim\ker B=\dim\ker(A+2\cdot\mathbb 1)=\begin{cases}E-V+1 & G \text{ 2-colourable},\\ E-V & G \text{ not 2-colourable}.\end{cases}$$

For non-interacting particles with orthonormal orbitals, one per bond of $G$, on-site energy $\alpha$ and a single hopping integral $\beta\neq0$, the Hamiltonian is $H=\alpha\,\mathbb 1+\beta A$, and the number above is the orbital degeneracy of the level $\alpha-2\beta$ on a finite cluster.

The count goes through the transpose. For a site amplitude $x\in\mathbb R^V$ and a bond $e=\{u,v\}$,

$$(B^{T}x)_e=\sum_w B_{we}\,x_w=x_u+x_v ,$$

so $x\in\ker B^T$ exactly when $x_u=-x_v$ on every bond. Along a walk each step flips the sign and keeps the modulus, and connectedness joins any two sites by a walk, so $|x_u|=|x_v|$ for all sites.

Suppose $x\in\ker B^T$ is nonzero at some site $r$. Then it is nonzero everywhere, and neighbours have opposite signs, so the sign of $x$ is a 2-colouring. If $G$ has no 2-colouring, then $\ker B^T=\{0\}$.

Suppose instead that a 2-colouring exists. Let $s_w=+1$ on the first colour and $s_w=-1$ on the second. Then $s_u+s_v=0$ on every bond, so $s\in\ker B^T$; its normalised form is $s/\sqrt V$. For any $x\in\ker B^T$ and a fixed site $r$, the vector $y=(x_r/s_r)\,s-x$ lies in $\ker B^T$ and has $y_r=0$. Constant modulus gives $y=0$, so $x$ is a multiple of $s$ and $\dim\ker B^T=1$.

Rank and nullity for the two matrices read

$$\operatorname{rank}B+\dim\ker B=E,\qquad \operatorname{rank}B^T+\dim\ker B^T=V .$$

The ranks agree, and eliminating them gives $\dim\ker B+V=E+\dim\ker B^T$. Inserting $1$ or $0$ yields the two values. They differ, so each value occurs only in its own case.

## The Gram matrix and the level at −2

For $e=\{u,v\}$ and any bond $f$,

$$(B^TB)_{ef}=\sum_w B_{we}B_{wf}=B_{uf}+B_{vf},$$

the number of ends of $e$ that lie on $f$. It is $2$ when $f=e$. For $f\neq e$ the bonds cannot share both ends, because $G$ is simple, so it is $1$ when they meet and $0$ when they do not. Hence $B^TB=A+2\cdot\mathbb 1$. For a bond amplitude $c\in\mathbb R^E$, the equation $Ac=-2c$ is $B^TBc=0$. This implies $|Bc|^2=c^TB^TBc=0$, so $Bc=0$, and the converse is immediate. The $-2$ eigenspace of $A$ is therefore $\ker B$: amplitudes whose sum over the bonds at each site of $G$ vanishes.

## Sites, bonds and kernels in Lean

```lean
import Mathlib

open Matrix Module

namespace LineGraphFlatDegeneracy

noncomputable section

variable {V : Type*} [Fintype V] [DecidableEq V] (G : SimpleGraph V)
```

In the code `V` is the type of sites, and the numbers $V$ and $E$ are `Fintype.card V` and `Fintype.card G.edgeSet`. The type `SimpleGraph V` excludes loops and repeated bonds.

```lean
/-- Unsigned site-bond incidence matrix `B`: the entry is 1 if site `v` is an end of bond `e`
and 0 otherwise. -/
def inc : Matrix V G.edgeSet ℝ :=
  Matrix.of fun v e => if v ∈ (e : Sym2 V) then 1 else 0
```

A bond is an unordered pair in `Sym2 V`, written `s(u, v)`, and `G.edgeSet` holds the pairs that are bonds. The type `Matrix V G.edgeSet ℝ` carries the first convention, and the entry `if v ∈ (e : Sym2 V) then 1 else 0` carries the second.

```lean
/-- The kernel of `B`: real bond amplitudes whose sum over the bonds at each site vanishes. -/
def flatSpace [Fintype G.edgeSet] : Submodule ℝ (G.edgeSet → ℝ) :=
  LinearMap.ker (inc G).mulVecLin

/-- The kernel of `Bᵀ`, a space of real site amplitudes. -/
def staggered : Submodule ℝ (V → ℝ) :=
  LinearMap.ker (inc G)ᵀ.mulVecLin
```

`flatSpace G` is $\ker B$ and `staggered G` is $\ker B^T$, both real subspaces; `mulVecLin` is a matrix acting on column vectors as a linear map.

## Staggered site amplitudes

```lean
/-- Summing site amplitudes against the indicator of a bond with distinct ends `u`, `v`
gives `x u + x v`. -/
theorem sum_edge {u v : V} {e : Sym2 V} (h : u ≠ v) (he : e = s(u, v)) (x : V → ℝ) :
    ∑ w, (if w ∈ e then (1 : ℝ) else 0) * x w = x u + x v := by
  have split : ∀ w, (if w ∈ e then (1 : ℝ) else 0) * x w
      = (if w = u then x w else 0) + (if w = v then x w else 0) := by
    intro w
    have hm : w ∈ e ↔ w = u ∨ w = v := by rw [he]; exact Sym2.mem_iff
    by_cases h1 : w = u
    · have h2 : ¬ w = v := fun h2 => h (h1.symm.trans h2)
      rw [if_pos (hm.2 (Or.inl h1)), if_pos h1, if_neg h2]; ring
    · by_cases h2 : w = v
      · rw [if_pos (hm.2 (Or.inr h2)), if_neg h1, if_pos h2]; ring
      · have h3 : ¬ w ∈ e := fun h3 => (hm.1 h3).elim h1 h2
        rw [if_neg h3, if_neg h1, if_neg h2]; ring
  rw [Finset.sum_congr rfl (fun w _ => split w), Finset.sum_add_distrib]
  simp
```

This is the sum $\sum_w B_{we}x_w=x_u+x_v$. The step `split` writes each term as a contribution at $u$ plus one at $v$. It uses `u ≠ v`, for on a loop the left side would be $x_u$ and the right side $2x_u$.

```lean
/-- A site amplitude lies in the kernel of `Bᵀ` exactly when its values at the two ends of
every bond are opposite. -/
theorem mem_staggered_iff (x : V → ℝ) :
    x ∈ staggered G ↔ ∀ u v, G.Adj u v → x u + x v = 0 := by
  have key : ∀ u v (h : G.Adj u v),
      ((inc G)ᵀ *ᵥ x) ⟨s(u, v), by simpa using h⟩ = x u + x v :=
    fun u v h => sum_edge h.ne rfl x
  rw [staggered, LinearMap.mem_ker, Matrix.mulVecLin_apply]
  constructor
  · intro h0 u v h
    rw [← key u v h, h0]
    rfl
  · intro h
    funext e
    obtain ⟨e, he⟩ := e
    induction e using Sym2.ind with
    | _ u v =>
      have huv : G.Adj u v := by simpa using he
      exact (key u v huv).trans (h u v huv)
```

The equation `key` evaluates $B^Tx$ on the bond `s(u, v)`. One direction reads off a component of the zero vector; the other writes an arbitrary bond as a pair of adjacent sites and applies `key`.

```lean
/-- On a connected graph an amplitude in the kernel of `Bᵀ` has the same modulus on all
sites. -/
theorem staggered_abs_eq (hG : G.Connected) {x : V → ℝ} (hx : x ∈ staggered G) (u v : V) :
    |x u| = |x v| := by
  have h := (mem_staggered_iff G x).1 hx
  obtain ⟨p⟩ := hG.preconnected u v
  induction p with
  | nil => rfl
  | cons hab _ ih => rw [← ih, eq_neg_of_add_eq_zero_left (h _ _ hab), abs_neg]
```

Connectedness supplies a walk `p` from `u` to `v`. In the induction the empty walk is trivial, and each further step replaces one amplitude by minus the next and removes the sign with `abs_neg`.

```lean
/-- On a connected graph that is not 2-colourable the kernel of `Bᵀ` is zero. -/
theorem staggered_eq_bot (hG : G.Connected) (hc : ¬ G.Colorable 2) : staggered G = ⊥ := by
  rw [eq_bot_iff]
  intro x hx
  rw [Submodule.mem_bot]
  by_contra hne
  obtain ⟨r, hr⟩ := Function.ne_iff.1 hne
  have hnz : ∀ v, x v ≠ 0 := fun v hv => hr (by
    have h := staggered_abs_eq G hG hx r v
    rw [hv, abs_zero, abs_eq_zero] at h
    exact h)
  -- the sign of a nowhere vanishing alternating amplitude is a 2-colouring
  apply hc
  refine ⟨SimpleGraph.Coloring.mk (fun v => if 0 < x v then (0 : Fin 2) else 1) ?_⟩
  intro u v huv
  have h1 := (mem_staggered_iff G x).1 hx u v huv
  show (if 0 < x u then (0 : Fin 2) else 1) ≠ (if 0 < x v then (0 : Fin 2) else 1)
  rcases lt_or_gt_of_ne (hnz u) with hu | hu
  · have hu' : ¬ 0 < x u := not_lt.2 hu.le
    have hv : 0 < x v := by linarith
    rw [if_neg hu', if_pos hv]; decide
  · have hu' : 0 < x u := hu
    have hv : ¬ 0 < x v := not_lt.2 (by linarith)
    rw [if_pos hu', if_neg hv]; decide
```

`G.Colorable 2` says that a map from sites to `Fin 2` exists with different values on adjacent sites. The proof assumes $x\neq0$, obtains `hnz` (no entry vanishes) from constant modulus, and gives colour `0` to the sites with $x_v>0$ and colour `1` to the rest. The two branches treat $x_u<0$ and $x_u>0$, and `linarith` finds the sign of $x_v$ from $x_u+x_v=0$.

```lean
/-- On a connected 2-colourable graph the kernel of `Bᵀ` is one-dimensional. -/
theorem finrank_staggered_eq_one (hG : G.Connected) (hc : G.Colorable 2) :
    finrank ℝ (staggered G) = 1 := by
  obtain ⟨c⟩ := hc
  obtain ⟨r⟩ := hG.nonempty
  -- the sublattice sign vector
  obtain ⟨s, hs, hr⟩ : ∃ s : V → ℝ, s ∈ staggered G ∧ s r ≠ 0 := by
    refine ⟨fun v => if c v = 0 then 1 else -1, ?_, ?_⟩
    · rw [mem_staggered_iff]
      intro u v huv
      have key : ∀ a b : Fin 2, a ≠ b → (a = 0 ↔ ¬ b = 0) := by decide
      have hk := key _ _ (c.valid huv)
      by_cases hb : c v = 0
      · have ha : ¬ c u = 0 := fun ha => hk.1 ha hb
        simp [ha, hb]
      · have ha : c u = 0 := hk.2 hb
        simp [ha, hb]
    · by_cases hb : c r = 0 <;> simp [hb]
  have hspan : staggered G = Submodule.span ℝ {s} := by
    apply le_antisymm
    · intro x hx
      rw [Submodule.mem_span_singleton]
      refine ⟨x r / s r, ?_⟩
      -- the difference vanishes at `r`, hence everywhere
      have hy : (x r / s r) • s - x ∈ staggered G :=
        Submodule.sub_mem _ (Submodule.smul_mem _ _ hs) hx
      funext v
      have h1 := staggered_abs_eq G hG hy v r
      have h3 : x r / s r * s r = x r := by field_simp
      have h2 : ((x r / s r) • s - x) r = 0 := by
        rw [Pi.sub_apply, Pi.smul_apply, smul_eq_mul, h3, sub_self]
      rw [h2, abs_zero, abs_eq_zero, Pi.sub_apply, sub_eq_zero] at h1
      exact h1
    · rw [Submodule.span_le, Set.singleton_subset_iff]
      exact hs
  rw [hspan]
  exact finrank_span_singleton (fun h => hr (congrFun h r))
```

The site `r` exists because `G.Connected` includes having at least one site. The vector `s` is the unnormalised $\pm1$ vector, with $+1$ on colour `0`, and only its membership in the kernel and `s r ≠ 0` are used afterwards. In `hspan` the difference `(x r / s r) • s - x` is the vector $y$, and `h2` is $y_r=0$.

## The dimension of the kernel of B

```lean
/-- For any finite graph, `dim ker B + V = E + dim ker Bᵀ`. -/
theorem finrank_flat_add [Fintype G.edgeSet] :
    finrank ℝ (flatSpace G) + Fintype.card V
      = Fintype.card G.edgeSet + finrank ℝ (staggered G) := by
  have h1 : finrank ℝ (LinearMap.range (inc G).mulVecLin) + finrank ℝ (flatSpace G)
      = finrank ℝ (G.edgeSet → ℝ) := LinearMap.finrank_range_add_finrank_ker _
  have h2 : finrank ℝ (LinearMap.range (inc G)ᵀ.mulVecLin) + finrank ℝ (staggered G)
      = finrank ℝ (V → ℝ) := LinearMap.finrank_range_add_finrank_ker _
  have h3 : finrank ℝ (LinearMap.range (inc G)ᵀ.mulVecLin)
      = finrank ℝ (LinearMap.range (inc G).mulVecLin) := Matrix.rank_transpose (inc G)
  rw [Module.finrank_fintype_fun_eq_card] at h1 h2
  omega
```

Here `h1` and `h2` are the two rank–nullity equations, `h3` is the equality of ranks, and `omega` eliminates the rank. The identity has no subtraction and holds for every finite simple graph, connected or not.

```lean
/-- For a connected graph the kernel of `B` has dimension `E - V + 1` exactly when the graph
is 2-colourable, and dimension `E - V` exactly when it is not. -/
theorem finrank_flatSpace [Fintype G.edgeSet] (hG : G.Connected) :
    (G.Colorable 2 ↔
      (finrank ℝ (flatSpace G) : ℤ) = (Fintype.card G.edgeSet : ℤ) - Fintype.card V + 1) ∧
    (¬ G.Colorable 2 ↔
      (finrank ℝ (flatSpace G) : ℤ) = (Fintype.card G.edgeSet : ℤ) - Fintype.card V) := by
  have h := finrank_flat_add G
  by_cases hc : G.Colorable 2
  · rw [finrank_staggered_eq_one G hG hc] at h
    exact ⟨⟨fun _ => by omega, fun _ => hc⟩,
      ⟨fun h' => absurd hc h', fun _ => by exfalso; omega⟩⟩
  · rw [staggered_eq_bot G hG hc, finrank_bot] at h
    exact ⟨⟨fun h' => absurd h' hc, fun _ => by exfalso; omega⟩,
      ⟨fun _ => by omega, fun _ => hc⟩⟩
```

In words: for connected $G$, 2-colourability is equivalent to $\dim\ker B=E-V+1$, and its failure is equivalent to $\dim\ker B=E-V$. Both equations are cast to `ℤ`, because $E-V=-1$ for a tree and natural-number subtraction would truncate it to zero. Each case inserts $\dim\ker B^T$ into `finrank_flat_add`, and the wrong value is excluded arithmetically.

## The line-graph eigenspace

```lean
variable [DecidableRel G.lineGraph.Adj]

/-- `BᵀB` is the hopping (adjacency) matrix of the line graph plus twice the identity. -/
theorem inc_gram :
    (inc G)ᵀ * inc G
      = G.lineGraph.adjMatrix ℝ + (2 : ℝ) • (1 : Matrix G.edgeSet G.edgeSet ℝ) := by
  ext e f
  obtain ⟨u, v, huv, he⟩ : ∃ u v, u ≠ v ∧ (e : Sym2 V) = s(u, v) := by
    obtain ⟨e, he⟩ := e
    induction e using Sym2.ind with
    | _ u v =>
      have h : G.Adj u v := by simpa using he
      exact ⟨u, v, h.ne, rfl⟩
  -- the entry counts the ends of `e` that lie on `f`
  have hL : ((inc G)ᵀ * inc G) e f
      = (if u ∈ (f : Sym2 V) then (1 : ℝ) else 0) + (if v ∈ (f : Sym2 V) then (1 : ℝ) else 0) :=
    sum_edge huv he (fun w => if w ∈ (f : Sym2 V) then (1 : ℝ) else 0)
  have hadj : G.lineGraph.Adj e f ↔ e ≠ f ∧ (u ∈ (f : Sym2 V) ∨ v ∈ (f : Sym2 V)) := by
    rw [SimpleGraph.lineGraph_adj_iff_exists]
    refine and_congr_right fun _ => ⟨?_, ?_⟩
    · rintro ⟨w, h1, h2⟩
      rw [he, Sym2.mem_iff] at h1
      rcases h1 with rfl | rfl
      · exact Or.inl h2
      · exact Or.inr h2
    · rintro (h | h)
      · exact ⟨u, by rw [he]; simp, h⟩
      · exact ⟨v, by rw [he]; simp, h⟩
  have heq : e = f ↔ u ∈ (f : Sym2 V) ∧ v ∈ (f : Sym2 V) := by
    rw [Sym2.mem_and_mem_iff huv, ← he]
    exact ⟨fun h => by rw [h], fun h => Subtype.ext h.symm⟩
  rw [hL, Matrix.add_apply, Matrix.smul_apply, SimpleGraph.adjMatrix_apply, Matrix.one_apply,
    smul_eq_mul]
  simp only [hadj, ne_eq, heq]
  by_cases hu : u ∈ (f : Sym2 V) <;> by_cases hv : v ∈ (f : Sym2 V) <;> simp [hu, hv]
  all_goals norm_num
```

`G.lineGraph.adjMatrix ℝ` is $A$. For one entry, `hL` is $(B^TB)_{ef}=B_{uf}+B_{vf}$, again from `sum_edge`; `hadj` and `heq` express adjacency in $L$ and equality of bonds through whether $u$ and $v$ lie on $f$. Four cases remain, with values $2,1,1,0$.

```lean
/-- The eigenspace of the line-graph hopping matrix at `-2` is the kernel of `B`. -/
theorem eigenspace_eq_flatSpace [Fintype G.edgeSet] :
    Module.End.eigenspace (G.lineGraph.adjMatrix ℝ).mulVecLin (-2 : ℝ) = flatSpace G := by
  ext c
  have hk := Matrix.ker_mulVecLin_transpose_mul_self (inc G)
  have h2 : ((2 : ℝ) • (1 : Matrix G.edgeSet G.edgeSet ℝ)) *ᵥ c = (2 : ℝ) • c := by
    rw [Matrix.smul_mulVec, Matrix.one_mulVec]
  rw [Module.End.mem_eigenspace_iff, flatSpace, ← hk, inc_gram, LinearMap.mem_ker]
  simp only [Matrix.mulVecLin_apply]
  rw [Matrix.add_mulVec, h2, neg_smul]
  exact eq_neg_iff_add_eq_zero
```

`Matrix.ker_mulVecLin_transpose_mul_self` is $\ker B^TB=\ker B$. After `inc_gram` the goal is the equivalence of $Ac=-2c$ with $Ac+2c=0$. Connectedness is not used. `Module.End.eigenspace` is the subspace of all solutions and may be zero, in which case $-2$ is not an eigenvalue of $A$.

The last theorem transfers both equivalences to this eigenspace. It concerns one finite graph with real amplitudes and uniform real hopping, without spin, interactions, magnetic phases or disorder. No translation symmetry enters, so what is established about a flat level is its total degeneracy, and nothing is stated about Bloch bands or about how localised a basis of the eigenspace can be.

```lean
/-- For a connected graph the `-2` eigenspace of the line-graph hopping matrix has dimension
`E - V + 1` exactly when the graph is 2-colourable, and `E - V` exactly when it is not. -/
theorem flat_level_degeneracy [Fintype G.edgeSet] (hG : G.Connected) :
    (G.Colorable 2 ↔
      (finrank ℝ (Module.End.eigenspace (G.lineGraph.adjMatrix ℝ).mulVecLin (-2 : ℝ)) : ℤ)
        = (Fintype.card G.edgeSet : ℤ) - Fintype.card V + 1) ∧
    (¬ G.Colorable 2 ↔
      (finrank ℝ (Module.End.eigenspace (G.lineGraph.adjMatrix ℝ).mulVecLin (-2 : ℝ)) : ℤ)
        = (Fintype.card G.edgeSet : ℤ) - Fintype.card V) := by
  rw [eigenspace_eq_flatSpace]
  exact finrank_flatSpace G hG

end

end LineGraphFlatDegeneracy
```

```lean
#print axioms LineGraphFlatDegeneracy.flat_level_degeneracy
```

```
'LineGraphFlatDegeneracy.flat_level_degeneracy' depends on axioms: [propext, Classical.choice, Quot.sound]
```

## Small graphs and periodic clusters

What follows is ordinary arithmetic with the formula, and none of it is a Lean theorem. A single site has $V=1$, $E=0$ and is 2-colourable, giving $0-1+1=0$. Any tree has $E=V-1$ and gives $0$. The triangle has $V=E=3$ and no 2-colouring, giving $0$; its line graph is again a triangle, with eigenvalues $2,-1,-1$. The square has $V=E=4$ and gives $1$; its line graph is a square with eigenvalues $2,0,0,-2$, and the state at $-2$ is $\tfrac12(1,-1,1,-1)$ on consecutive bonds. Since $c^T(A+2\cdot\mathbb 1)c=|Bc|^2\ge0$, no eigenvalue of $A$ lies below $-2$.

In a numerical calculation one can fill $B$ from the bond list, form $A=B^TB-2\cdot\mathbb 1$, diagonalise, and count eigenvalues within a tolerance of $-2$. For a connected graph, and a tolerance above rounding error but below the distance from $-2$ to the next eigenvalue, the formula gives the integer that this count should reproduce, equivalently $\operatorname{rank}B=V-1$ or $V$. A periodic honeycomb cluster of $N$ unit cells, large enough to be a simple graph, has $V=2N$ and $E=3N$ and is 2-colourable, so its line graph, the kagome cluster, has $N+1$ states at $-2$. An $\ell\times\ell$ periodic square lattice with $\ell\ge3$ has $V=\ell^2$ and $E=2\ell^2$ and is 2-colourable only for even $\ell$, so the count on its line graph is $\ell^2+1$ for even $\ell$ and $\ell^2$ for odd $\ell$.
